# The overlap determinant of a finite normalised basis lies between 0 and 1, and equals 1 only when the basis is orthonormal

Let S be a complex positive semidefinite n × n matrix whose diagonal entries are all 1. Then

0 ≤ det S ≤ 1, and det S = 1 exactly when S is the identity matrix.

The overlap matrix of n normalised basis functions is of this kind, and for it S = 1 says that the functions are orthonormal. At the other end of the range, det S = 0 says that they are linearly dependent. In electronic structure calculations with a finite set of normalised atomic orbitals, this is the case in which S has no inverse and symmetric orthogonalisation with S^(−1/2) fails.

Hadamard's inequality in general bounds the determinant of a positive semidefinite matrix by the product of its diagonal entries. The case treated here is the one in which normalisation makes that product 1.

## Basis functions as vectors in an inner product space

The basis functions φ_i are vectors in a complex inner product space `E`, labelled by a finite index type `n`. In the formulas, n is the number of its elements, written `Fintype.card n` in Lean. The space may be infinite-dimensional and need not be complete; only the number of basis functions is finite. Linear independence is not assumed, so "basis" is used in the loose sense of quantum chemistry.

Opening `ComplexOrder` fixes the meaning of inequalities between complex numbers: a ≤ b means that b − a is real and nonnegative. The statement 0 ≤ det S therefore also says that the determinant is real.

```lean
import Mathlib

open Matrix
open scoped ComplexOrder

namespace OverlapDeterminant

noncomputable section

variable {n : Type*} [Fintype n] [DecidableEq n]
variable {E : Type*} [NormedAddCommGroup E] [InnerProductSpace ℂ E]
```

The overlap matrix has the entries

S_ij = ⟨φ_i, φ_j⟩,

where the inner product is conjugate-linear in its first argument, as in Dirac notation. The definition does not include normalisation, which enters later as a hypothesis.

```lean
/-- The overlap matrix of a family of basis functions, with entries `⟨φ i, φ j⟩`. -/
def overlap (φ : n → E) : Matrix n n ℂ :=
  Matrix.of fun i j => inner ℂ (φ i) (φ j)
```

## Nonnegative numbers whose sum equals their count

The bound on the determinant comes from a fact about real numbers. Let x_i ≥ 0 for n indices, with Σ_i x_i = n. The exponential lies above its tangent, so

x_i ≤ exp(x_i − 1),

with equality only at x_i = 1. All factors are nonnegative, and the inequalities can be multiplied:

∏_i x_i ≤ ∏_i exp(x_i − 1) = exp(Σ_i x_i − n) = exp(0) = 1.

Suppose now that the product equals 1 but some x_i ≠ 1. No factor is zero, since the product would then vanish, so all factors are positive. One of the multiplied inequalities is strict, which makes the product strictly less than 1, a contradiction.

In the proof, `hle` is the tangent bound and `hexp` evaluates the product of exponentials. The equality case uses `hne` for the absence of zero factors and `hlt` for the one strict inequality.

```lean
omit [DecidableEq n] in
/-- Nonnegative numbers with mean one have product at most one, and the product equals one
only if every number is one. -/
theorem prod_le_one_of_mean_one (x : n → ℝ) (h0 : ∀ i, 0 ≤ x i)
    (hs : ∑ i, x i = Fintype.card n) :
    ∏ i, x i ≤ 1 ∧ (∏ i, x i = 1 → ∀ i, x i = 1) := by
  have hle : ∀ i, x i ≤ Real.exp (x i - 1) := fun i => by
    linarith [Real.add_one_le_exp (x i - 1)]
  -- the exponential bounds multiply to exactly one
  have hexp : ∏ i, Real.exp (x i - 1) = 1 := by
    rw [← Real.exp_sum, Finset.sum_sub_distrib, hs]
    simp
  constructor
  · rw [← hexp]
    exact Finset.prod_le_prod (fun i _ => h0 i) (fun i _ => hle i)
  · intro hp i
    by_contra hi
    have hne : ∀ j, x j ≠ 0 := fun j hj => by
      have hz : ∏ i, x i = 0 := Finset.prod_eq_zero (Finset.mem_univ j) hj
      linarith
    have hlt : x i < Real.exp (x i - 1) := by
      linarith [Real.add_one_lt_exp (sub_ne_zero.mpr hi)]
    have hprod : ∏ i, x i < ∏ i, Real.exp (x i - 1) :=
      Finset.prod_lt_prod (fun j _ => lt_of_le_of_ne (h0 j) (hne j).symm)
        (fun j _ => hle j) ⟨i, Finset.mem_univ i, hlt⟩
    linarith
```

## From eigenvalues to the determinant

A positive semidefinite matrix S is Hermitian and has real eigenvalues λ_i ≥ 0. With unit diagonal, its trace gives

Σ_i λ_i = tr S = Σ_i S_ii = n,

and its determinant is

det S = ∏_i λ_i.

The eigenvalues thus satisfy the conditions of the previous step, and 0 ≤ det S ≤ 1 follows. If det S = 1, every λ_i is 1. The spectral theorem, with U the unitary matrix of eigenvectors, then gives

S = U diag(λ_1, …, λ_n) U† = U U† = 1.

Conversely, the identity matrix has determinant 1.

The theorem takes positive semidefiniteness as `hS` and the unit diagonal as `hd`. Its conclusion has three parts: the lower bound, the upper bound and the equivalence `S.det = 1 ↔ S = 1`. In the proof, `hs` is the sum rule for the eigenvalues and `hdet` the product formula. Both are obtained from complex identities and transferred to the real eigenvalues. The forward direction of the equivalence puts unit eigenvalues into the spectral theorem, where conjugation by U takes the identity to itself. The converse is the determinant of the identity matrix.

```lean
/-- A positive semidefinite matrix with unit diagonal has determinant between zero and one, equal to
one exactly for the identity matrix. -/
theorem hadamard_unit_diagonal (S : Matrix n n ℂ) (hS : S.PosSemidef)
    (hd : ∀ i, S i i = 1) :
    0 ≤ S.det ∧ S.det ≤ 1 ∧ (S.det = 1 ↔ S = 1) := by
  have hH := hS.isHermitian
  have h0 : ∀ i, 0 ≤ hH.eigenvalues i := fun i => hS.eigenvalues_nonneg i
  -- the trace fixes the sum of the eigenvalues
  have ht : S.trace = ∑ i, ((hH.eigenvalues i : ℝ) : ℂ) := hH.trace_eq_sum_eigenvalues
  have hc : S.trace = (Fintype.card n : ℂ) := by simp [Matrix.trace, hd]
  have hs : ∑ i, hH.eigenvalues i = Fintype.card n := by
    exact_mod_cast ht.symm.trans hc
  have hdet : S.det = ((∏ i, hH.eigenvalues i : ℝ) : ℂ) := by
    rw [Complex.ofReal_prod]
    exact hH.det_eq_prod_eigenvalues
  obtain ⟨hle, heq⟩ := prod_le_one_of_mean_one _ h0 hs
  refine ⟨?_, ?_, ?_, ?_⟩
  · rw [hdet]
    exact Complex.zero_le_real.mpr (Finset.prod_nonneg fun i _ => h0 i)
  · rw [hdet]
    exact_mod_cast hle
  · intro h1
    rw [hdet] at h1
    have hp : ∏ i, hH.eigenvalues i = 1 := by exact_mod_cast h1
    have he : hH.eigenvalues = fun _ => 1 := funext (heq hp)
    -- a Hermitian matrix with all eigenvalues one is the identity
    have hsp := hH.spectral_theorem
    have hone : diagonal ((RCLike.ofReal : ℝ → ℂ) ∘ fun _ : n => (1 : ℝ)) = 1 := by
      ext i j
      simp [Matrix.diagonal_apply, Matrix.one_apply]
    rw [he, hone, map_one] at hsp
    exact hsp
  · rintro rfl
    exact Matrix.det_one
```

## The squared norm behind the overlap matrix

To apply this result to basis functions, one needs to know that their overlap matrix is positive semidefinite. Take complex expansion coefficients x_j and the wavefunction

ψ = Σ_j x_j φ_j.

Linearity in the second argument gives

(S x)_i = Σ_j ⟨φ_i, φ_j⟩ x_j = ⟨φ_i, ψ⟩.

The overlap matrix applied to the coefficients therefore gives the inner products of the basis functions with ψ. In Lean, `*ᵥ` is the product of a matrix with a vector.

```lean
omit [DecidableEq n] in
/-- The overlap matrix applied to expansion coefficients gives the inner products of the basis
functions with the expanded wavefunction. -/
theorem overlap_mulVec (φ : n → E) (x : n → ℂ) (i : n) :
    (overlap φ *ᵥ x) i = inner ℂ (φ i) (∑ j, x j • φ j) := by
  rw [inner_sum]
  change ∑ j, inner ℂ (φ i) (φ j) * x j = _
  refine Finset.sum_congr rfl fun j _ => ?_
  rw [inner_smul_right, mul_comm]
```

Multiplying by the conjugated coefficients and summing over i gives

x† S x = Σ_i x_i* ⟨φ_i, ψ⟩ = ⟨ψ, ψ⟩ = ‖ψ‖².

The conjugates x_i* are absorbed by the first argument of the inner product. The left side appears in Lean as `star x ⬝ᵥ (overlap φ *ᵥ x)`, and the right side is a real number regarded as complex. The intermediate equality `h` is the step to ⟨ψ, ψ⟩.

```lean
omit [DecidableEq n] in
/-- The quadratic form of the overlap matrix is the squared norm of the expanded
wavefunction. -/
theorem overlap_quadratic (φ : n → E) (x : n → ℂ) :
    star x ⬝ᵥ (overlap φ *ᵥ x) = ((‖∑ j, x j • φ j‖ ^ 2 : ℝ) : ℂ) := by
  have h : star x ⬝ᵥ (overlap φ *ᵥ x)
      = inner ℂ (∑ i, x i • φ i) (∑ j, x j • φ j) := by
    rw [sum_inner]
    change ∑ i, star (x i) * (overlap φ *ᵥ x) i = _
    refine Finset.sum_congr rfl fun i _ => ?_
    rw [overlap_mulVec, inner_smul_left, starRingEnd_apply]
  rw [h, inner_self_eq_norm_sq_to_K]
  exact (Complex.ofReal_pow _ _).symm
```

Since ‖ψ‖² ≥ 0 for every choice of coefficients, the quadratic form is nonnegative. The matrix is also Hermitian, because ⟨φ_j, φ_i⟩* = ⟨φ_i, φ_j⟩. These two properties are what positive semidefiniteness requires, and the proof supplies them in the opposite order. Neither normalisation nor linear independence is needed.

```lean
omit [DecidableEq n] in
/-- Every overlap matrix is positive semidefinite. -/
theorem overlap_posSemidef (φ : n → E) : (overlap φ).PosSemidef := by
  refine PosSemidef.of_dotProduct_mulVec_nonneg ?_ fun x => ?_
  · exact Matrix.IsHermitian.ext fun i j => inner_conj_symm (φ i) (φ j)
  · rw [overlap_quadratic]
    exact Complex.zero_le_real.mpr (sq_nonneg _)
```

## A zero determinant means linear dependence

The determinant of S vanishes exactly when S x = 0 for some x ≠ 0. For such an x,

‖Σ_j x_j φ_j‖² = x† S x = 0,

so Σ_j x_j φ_j = 0 with coefficients that are not all zero, which is linear dependence. Conversely, if Σ_j x_j φ_j = 0 with some x_j ≠ 0, then for every i

(S x)_i = ⟨φ_i, 0⟩ = 0,

and S has a nonzero null vector.

The first rewriting in the proof replaces both sides of the claim by these statements about coefficients. The two directions then use `overlap_quadratic` and `overlap_mulVec` respectively. The theorem concerns exact dependence and sets no numerical threshold for near dependence.

```lean
/-- The overlap determinant vanishes exactly when the basis functions are linearly
dependent. -/
theorem overlap_det_eq_zero_iff (φ : n → E) :
    (overlap φ).det = 0 ↔ ¬ LinearIndependent ℂ φ := by
  rw [← Matrix.exists_mulVec_eq_zero_iff, Fintype.not_linearIndependent_iff]
  constructor
  · rintro ⟨x, hx, h⟩
    -- a null vector of the overlap matrix expands to a wavefunction of norm zero
    have hq := overlap_quadratic φ x
    rw [h, dotProduct_zero] at hq
    have hn : ‖∑ j, x j • φ j‖ ^ 2 = 0 := by exact_mod_cast hq.symm
    exact ⟨x, norm_eq_zero.mp (pow_eq_zero_iff two_ne_zero |>.mp hn),
      Function.ne_iff.mp hx⟩
  · rintro ⟨x, h, hx⟩
    refine ⟨x, Function.ne_iff.mpr hx, funext fun i => ?_⟩
    rw [overlap_mulVec, h, inner_zero_right, Pi.zero_apply]
```

## Normalisation and the orthonormal limit

If ‖φ_i‖ = 1 for all i, then

S_ii = ⟨φ_i, φ_i⟩ = ‖φ_i‖² = 1.

The overlap matrix is positive semidefinite with unit diagonal, so 0 ≤ det S ≤ 1, and det S = 1 exactly when S = 1. Written in entries, S = 1 reads

⟨φ_i, φ_j⟩ = δ_ij,

which is orthonormality.

The hypothesis `hφ` is the normalisation of each function, and `Orthonormal ℂ φ` is Mathlib's notion of an orthonormal family. The proof derives the unit diagonal as `hd`, applies `hadamard_unit_diagonal`, and compares the equation S = 1 with the Kronecker-delta condition entry by entry.

```lean
/-- For normalised basis functions the overlap determinant lies between zero and one, and it
equals one exactly when the basis is orthonormal. -/
theorem overlap_det_normalised (φ : n → E) (hφ : ∀ i, ‖φ i‖ = 1) :
    0 ≤ (overlap φ).det ∧ (overlap φ).det ≤ 1 ∧
      ((overlap φ).det = 1 ↔ Orthonormal ℂ φ) := by
  have hd : ∀ i, overlap φ i i = 1 := fun i => by
    change inner ℂ (φ i) (φ i) = 1
    rw [inner_self_eq_norm_sq_to_K, hφ i]
    simp
  obtain ⟨h0, h1, h2⟩ := hadamard_unit_diagonal _ (overlap_posSemidef φ) hd
  refine ⟨h0, h1, h2.trans ?_⟩
  rw [orthonormal_iff_ite, ← Matrix.ext_iff]
  simp only [overlap, Matrix.of_apply, Matrix.one_apply]
```

## Two normalised functions

For two normalised functions φ_0 and φ_1 with overlap s = ⟨φ_0, φ_1⟩, the matrix has the rows (1, s) and (s*, 1). Its determinant is

det S = 1 · 1 − s s* = 1 − |s|².

It is 1 for orthogonal functions and falls to 0 when |s| = 1, where the two functions differ only by a phase factor. The index type `Fin 2` has the elements 0 and 1, matching the labels used here. The proof expands the 2 × 2 determinant, inserts the unit diagonal and writes ⟨φ_1, φ_0⟩ as the conjugate of s.

```lean
/-- For two normalised basis functions the overlap determinant is one minus the squared
modulus of their overlap. -/
theorem overlap_det_two (φ : Fin 2 → E) (hφ : ∀ i, ‖φ i‖ = 1) :
    (overlap φ).det = 1 - ((‖inner ℂ (φ 0) (φ 1)‖ ^ 2 : ℝ) : ℂ) := by
  have hd : ∀ i, inner ℂ (φ i) (φ i) = (1 : ℂ) := fun i => by
    rw [inner_self_eq_norm_sq_to_K, hφ i]
    simp
  rw [Matrix.det_fin_two]
  simp only [overlap, Matrix.of_apply]
  rw [hd 0, hd 1, ← inner_conj_symm (φ 1) (φ 0), Complex.mul_conj,
    Complex.normSq_eq_norm_sq, one_mul]

end

end OverlapDeterminant
```

```lean
#print axioms OverlapDeterminant.overlap_det_eq_zero_iff
-- 'OverlapDeterminant.overlap_det_eq_zero_iff' depends on axioms: [propext, Classical.choice, Quot.sound]
#print axioms OverlapDeterminant.overlap_det_normalised
-- 'OverlapDeterminant.overlap_det_normalised' depends on axioms: [propext, Classical.choice, Quot.sound]
#print axioms OverlapDeterminant.overlap_det_two
-- 'OverlapDeterminant.overlap_det_two' depends on axioms: [propext, Classical.choice, Quot.sound]
```
